# Direct and band-energy forms of the total energy agree at self-consistency in a finite basis

At the end of a self-consistency cycle, an electronic-structure calculation has the eigenvalues of the one-electron Hamiltonian and can obtain the total energy from them: it sums the eigenvalues with their occupations, subtracts half the Hartree term and the whole exchange-correlation potential term that the sum contains, and adds the exchange-correlation and ion–ion energies. This avoids evaluating the kinetic and external energies separately; the Hartree and exchange-correlation terms are still evaluated from the density. The step is exact in a finite basis when the orbitals are normalised in the overlap metric and solve the eigenvalue problem of the Hamiltonian built from their own density. The result bears on Kohn–Sham and PAW total energies as an algebraic identity for finite matrices, with the exchange-correlation energy and potential entering as a free number and a free matrix.

## The density matrix and the two energies

Basis functions are labelled by a finite set `n` and orbitals by a finite set `ι`. A third finite set `a` labels PAW projectors.

In Lean 4 with Mathlib:

```lean
import Mathlib

open Matrix

namespace BandEnergyForm

noncomputable section

variable {n ι a : Type*} [Fintype n] [Fintype ι] [Fintype a]
```

Orbital i has a coefficient vector cᵢ and a real occupation fᵢ. With † for the conjugate transpose (a star in the code comments), the density matrix is

ρ = Σᵢ fᵢ cᵢ cᵢ†

and `vecMulVec (c i) (star (c i))` is the outer product cᵢ cᵢ†. Real occupations make ρ Hermitian, a property that no proof below needs. The fᵢ are not restricted in sign or size and are not tied to the order of the eigenvalues, so nothing singles out the ground state.

```lean
/-- Density matrix `ρ = ∑ f_i c_i c_i*` of orbitals `c_i` with occupations `f_i`. -/
def density (f : ι → ℝ) (c : ι → n → ℂ) : Matrix n n ℂ :=
  ∑ i, (f i : ℂ) • vecMulVec (c i) (star (c i))
```

Let H be a Hamiltonian matrix, S the overlap matrix, eᵢ the orbital energies, and ⟨u, w⟩ = u†w, written `star u ⬝ᵥ w`. The structure `IsEigenbasis` holds two conditions, H cᵢ = eᵢ S cᵢ and ⟨cᵢ, S cᵢ⟩ = 1. Despite its name it asks for neither orthogonality nor completeness. H and S are not assumed Hermitian, so the eᵢ and all energies are complex numbers.

```lean
/-- The orbitals solve `H c_i = e_i S c_i` and are normalised as `⟨c_i, S c_i⟩ = 1`. -/
structure IsEigenbasis (H S : Matrix n n ℂ) (c : ι → n → ℂ) (e : ι → ℂ) : Prop where
  eigen : ∀ i, H *ᵥ c i = e i • (S *ᵥ c i)
  normalised : ∀ i, star (c i) ⬝ᵥ S *ᵥ c i = 1
```

The matrix h stands for the kinetic energy and the external potential. The map J sends a density matrix to its Hartree matrix. The matrix v stands for the exchange-correlation potential, and the number X for the exchange-correlation energy together with any constant such as the ion–ion energy. No relation between v and X is imposed. The direct form is

E_direct(ρ, X) = Tr(hρ) + Tr(J(ρ)ρ)/2 + X

```lean
/-- Direct form of the total energy, `Tr(hρ) + Tr(J(ρ)ρ)/2 + X`. -/
def directEnergy (h : Matrix n n ℂ) (J : Matrix n n ℂ → Matrix n n ℂ)
    (ρ : Matrix n n ℂ) (X : ℂ) : ℂ :=
  trace (h * ρ) + trace (J ρ * ρ) / 2 + X
```

and the band form, in which ρ is an argument independent of the eᵢ, is

E_band(ρ, X) = Σᵢ fᵢeᵢ − Tr(J(ρ)ρ)/2 − Tr(vρ) + X

```lean
/-- Band-energy form of the total energy, `∑ f_i e_i - Tr(J(ρ)ρ)/2 - Tr(vρ) + X`. -/
def bandEnergyForm (f : ι → ℝ) (e : ι → ℂ) (J : Matrix n n ℂ → Matrix n n ℂ)
    (v ρ : Matrix n n ℂ) (X : ℂ) : ℂ :=
  ∑ i, (f i : ℂ) * e i - trace (J ρ * ρ) / 2 - trace (v * ρ) + X
```

For projectors p_α stored as the columns of a matrix P, the one-centre occupation matrix is ρᵃ = P†ρP. Its entries fix an index order:

(ρᵃ)_αβ = Σᵢ fᵢ ⟨p_α, cᵢ⟩⟨cᵢ, p_β⟩

```lean
/-- One-centre occupation matrix `ρᵃ = P* ρ P` for projectors in the columns of `P`. -/
def onsiteOccupation (P : Matrix n a ℂ) (ρ : Matrix n n ℂ) : Matrix a a ℂ :=
  Pᴴ * ρ * P
```

The formulas given below for a failed condition, and the one-function case near the end, are algebra carried out in the prose and are not among the theorems.

## The density is built from the orbitals

Physically, ρ describes independent orbitals with fixed weights. The derivation uses this form once, to turn traces into expectation values. For any matrix A and vector u,

Tr(A u u†) = Σⱼₖ Aⱼₖ uₖ ūⱼ = ⟨u, A u⟩

and linearity of the trace gives

Tr(Aρ) = Σᵢ fᵢ ⟨cᵢ, A cᵢ⟩

In `trace_mul_density` the local statement `key` is the first line: both sides are expanded into double sums and `ring` matches the terms. The second line comes from `Matrix.mul_sum`, `trace_sum` and `trace_smul`. A matrix ρ unrelated to the cᵢ would leave Tr(Hρ) with no link to the eigenvalues.

```lean
/-- The trace of an operator against `ρ` is the occupation-weighted sum of its
expectation values `⟨c_i, A c_i⟩`. -/
theorem trace_mul_density (A : Matrix n n ℂ) (f : ι → ℝ) (c : ι → n → ℂ) :
    trace (A * density f c) = ∑ i, (f i : ℂ) * (star (c i) ⬝ᵥ A *ᵥ c i) := by
  -- one orbital: Tr(A u u*) = ⟨u, A u⟩
  have key : ∀ u : n → ℂ, trace (A * vecMulVec u (star u)) = star u ⬝ᵥ A *ᵥ u := by
    intro u
    simp only [Matrix.trace, Matrix.diag, Matrix.mul_apply, vecMulVec_apply, dotProduct,
      Matrix.mulVec, Finset.mul_sum]
    refine Finset.sum_congr rfl fun i _ => Finset.sum_congr rfl fun j _ => ?_
    ring
  unfold density
  rw [Matrix.mul_sum, trace_sum]
  refine Finset.sum_congr rfl fun i _ => ?_
  rw [Matrix.mul_smul, trace_smul, key, smul_eq_mul]
```

## Normalisation in the overlap metric

The condition ⟨cᵢ, S cᵢ⟩ = 1 says that orbital i has unit norm when the basis is not orthonormal. With A = S,

Tr(Sρ) = Σᵢ fᵢ ⟨cᵢ, S cᵢ⟩ = Σᵢ fᵢ

so the electron count is Tr(Sρ) and in general not Tr ρ. The proof rewrites each term with `hn i`.

```lean
/-- For `S`-normalised orbitals, `Tr(Sρ)` is the sum of the occupations. -/
theorem trace_overlap_density (S : Matrix n n ℂ) (f : ι → ℝ) (c : ι → n → ℂ)
    (hn : ∀ i, star (c i) ⬝ᵥ S *ᵥ c i = 1) :
    trace (S * density f c) = ∑ i, (f i : ℂ) := by
  rw [trace_mul_density]
  refine Finset.sum_congr rfl fun i _ => ?_
  rw [hn i, mul_one]
```

If the norms were Nᵢ = ⟨cᵢ, S cᵢ⟩ instead, the count would be Σᵢ fᵢNᵢ, and with the self-consistent eigenvalue equation still satisfied the two energies would differ by

E_direct − E_band = Σᵢ fᵢeᵢ(Nᵢ − 1)

Normalising with ⟨cᵢ, cᵢ⟩ = 1 when S is not the identity in general produces an error of this kind, since the S-norms Nᵢ then need not be 1. The condition also excludes the zero vector, which solves H c = e S c for every e.

## The generalised eigenvalue equation

The equation H cᵢ = eᵢ S cᵢ is the one-electron equation projected on the basis. With A = H, it is used first and the norm second:

Tr(Hρ) = Σᵢ fᵢ ⟨cᵢ, H cᵢ⟩ = Σᵢ fᵢ eᵢ ⟨cᵢ, S cᵢ⟩ = Σᵢ fᵢeᵢ

The last rewrite of `trace_hamiltonian_density` follows this order: `hc.eigen i`, then `dotProduct_smul` to pull out eᵢ, then `hc.normalised i`.

```lean
/-- For normalised solutions of `H c_i = e_i S c_i`, `Tr(Hρ)` is the band energy
`∑ f_i e_i`. -/
theorem trace_hamiltonian_density {H S : Matrix n n ℂ} {c : ι → n → ℂ} {e : ι → ℂ}
    (f : ι → ℝ) (hc : IsEigenbasis H S c e) :
    trace (H * density f c) = ∑ i, (f i : ℂ) * e i := by
  rw [trace_mul_density]
  refine Finset.sum_congr rfl fun i _ => ?_
  rw [hc.eigen i, dotProduct_smul, hc.normalised i, smul_eq_mul, mul_one]
```

For normalised orbitals with residual vectors rᵢ = H cᵢ − eᵢ S cᵢ, the band energy would miss Tr(Hρ) by Σᵢ fᵢ ⟨cᵢ, rᵢ⟩. Only the component of the equation along cᵢ enters, and that error would vanish for eᵢ chosen as ⟨cᵢ, H cᵢ⟩.

## The Hamiltonian contains the Hartree matrix of its own density

Self-consistency here means H = h + J(ρ) + v with the same ρ that the eigenvectors build; in Kohn–Sham theory v is built from that density as well, which the identity does not need. In `direct_eq_band` it is the appearance of `density f c` inside the Hamiltonian of `hc`. Splitting Tr(Hρ) gives

Tr(hρ) + Tr(J(ρ)ρ) + Tr(vρ) = Σᵢ fᵢeᵢ

Moving Tr(vρ) and half of Tr(J(ρ)ρ) to the right and adding X,

Tr(hρ) + Tr(J(ρ)ρ)/2 + X = Σᵢ fᵢeᵢ − Tr(J(ρ)ρ)/2 − Tr(vρ) + X

In words, the theorem says: for any matrices h, v, S, any map J, any real occupations and any X, if the cᵢ are S-normalised solutions for h + J(ρ) + v, then E_direct(ρ, X) = E_band(ρ, X). J need not be linear, because only the single matrix J(ρ) occurs. For v the only requirement is that the same matrix stands in H and in the subtracted term. The existence of a self-consistent solution is assumed, and the theorem says nothing about the energy being stationary or minimal. In the proof `hb` becomes the split equation after `Matrix.add_mul` and `trace_add`, and `linear_combination hb` does the rearrangement.

```lean
/-- If the normalised orbitals that build `ρ` solve `(h + J(ρ) + v) c_i = e_i S c_i`, the
direct and band-energy forms of the total energy agree for every `X`. -/
theorem direct_eq_band (h v S : Matrix n n ℂ) (J : Matrix n n ℂ → Matrix n n ℂ)
    (f : ι → ℝ) (c : ι → n → ℂ) (e : ι → ℂ) (X : ℂ)
    (hc : IsEigenbasis (h + J (density f c) + v) S c e) :
    directEnergy h J (density f c) X = bandEnergyForm f e J v (density f c) X := by
  -- the band energy counts the Hartree term in full and contains Tr(vρ)
  have hb := trace_hamiltonian_density f hc
  rw [Matrix.add_mul, Matrix.add_mul, trace_add, trace_add] at hb
  unfold directEnergy bandEnergyForm
  linear_combination hb
```

If the Hamiltonian were built from another matrix ρin and both forms were evaluated at the output density ρout = Σᵢ fᵢ cᵢ cᵢ† with the same v and X, they would differ by Tr((J(ρout) − J(ρin))ρout), which for linear J has a part of first order in the density error.

## Symmetry of the Hartree map under the trace pairing

Evaluating the band form at ρin instead, with v and X also taken at ρin, gives the Harris–Foulkes energy. The comparison uses one property of J, the hypothesis `hJ`:

Tr(J(A)B) = Tr(J(B)A) for all A, B

It stands for the symmetry of the Coulomb interaction between two charge distributions, and it is assumed, not derived from a kernel. Write (A|B) = Tr(J(A)B), Δ = ρout − ρin, and Xin, Xout for the values of X attached to the two densities. The eigenvalue equation for h + J(ρin) + v gives

Σᵢ fᵢeᵢ = Tr(hρout) + (ρin|ρout) + Tr(vρout)

and therefore

E_direct(ρout, Xout) − E_band(ρin, Xin) = (ρout|ρout)/2 − (ρin|ρout) + (ρin|ρin)/2 + Xout − Xin − Tr(vΔ)

The pairing is linear in its second slot, and symmetry carries that linearity to the first:

(Δ|Δ) = (Δ|ρout) − (Δ|ρin) = (ρout|Δ) − (ρin|Δ) = (ρout|ρout) − 2(ρin|ρout) + (ρin|ρin)

where the last step uses (ρout|ρin) = (ρin|ρout). The difference is thus Tr(J(Δ)Δ)/2 + Xout − Xin − Tr(vΔ), which is the statement of `direct_sub_harrisFoulkes`. The proof uses `hJ` twice in `hΔ`, for the middle equality, and once in `hs`, for the cross terms; `linear_combination hb + hs / 2` closes it.

```lean
/-- Let the orbitals solve the problem with `h + J(ρin) + v` and build `ρout`, with `J`
symmetric under the trace pairing. The direct form at `ρout` minus the band form at `ρin`
is `Tr(J(Δ)Δ)/2 + Xout - Xin - Tr(vΔ)` with `Δ = ρout - ρin`. -/
theorem direct_sub_harrisFoulkes (h v S ρin : Matrix n n ℂ)
    (J : Matrix n n ℂ → Matrix n n ℂ) (hJ : ∀ A B, trace (J A * B) = trace (J B * A))
    (f : ι → ℝ) (c : ι → n → ℂ) (e : ι → ℂ) (Xin Xout : ℂ)
    (hc : IsEigenbasis (h + J ρin + v) S c e) :
    directEnergy h J (density f c) Xout - bandEnergyForm f e J v ρin Xin
      = trace (J (density f c - ρin) * (density f c - ρin)) / 2
        + (Xout - Xin - trace (v * (density f c - ρin))) := by
  have hb := trace_hamiltonian_density f hc
  rw [Matrix.add_mul, Matrix.add_mul, trace_add, trace_add] at hb
  -- expand Tr(J(Δ)Δ) by symmetry of the pairing
  have hΔ : trace (J (density f c - ρin) * (density f c - ρin))
      = trace (J (density f c) * (density f c - ρin))
        - trace (J ρin * (density f c - ρin)) := by
    rw [← hJ (density f c - ρin) (density f c), ← hJ (density f c - ρin) ρin,
      Matrix.mul_sub, trace_sub]
  have hs := hJ (density f c) ρin
  rw [hΔ]
  simp only [Matrix.mul_sub, trace_sub]
  unfold directEnergy bandEnergyForm
  linear_combination hb + hs / 2
```

For a linear J without the symmetry, an extra term ((ρout|ρin) − (ρin|ρout))/2 would remain. The Harris–Foulkes energy is known for an error, relative to the self-consistent energy, of second order in the density error. The theorem compares it with the direct form at ρout instead, so that conclusion also rests on the stationarity of the direct form, which is not treated here. For the difference above to be of second order in Δ one takes v to be the derivative of a functional X at ρin, so that Xout − Xin − Tr(vΔ) has no linear part; with Xin and Xout as bare numbers the theorem gives the exact difference and no order estimate.

## A constant potential enters as μS

A spatially constant potential μ has the matrix μS in the basis. Then

(H + μS)cᵢ = (eᵢ + μ) S cᵢ

with unchanged norms. The band energy gains μ Σᵢ fᵢ, and the subtracted term Tr((v + μS)ρ) gains μ Tr(Sρ) = μ Σᵢ fᵢ, so the band form does not depend on the zero of v. A constant counted in h instead, with v unchanged, would move both the band form and the direct form by μ Σᵢ fᵢ. In `band_potential_shift` H and v are independent matrices, so self-consistency plays no part. The first branch uses `hc.eigen i` with `add_smul`; the second uses normalisation through `hN` and ends with `ring`. Norms Nᵢ would leave μ Σᵢ fᵢ(1 − Nᵢ) uncancelled, and a shift by μ times the identity would in general change the eigenvectors.

```lean
/-- Adding `μ S` to the Hamiltonian keeps the orbitals and moves every `e_i` by `μ`; the
band form with `e_i + μ` and `v + μ S` equals the one with `e_i` and `v`. -/
theorem band_potential_shift (H v S : Matrix n n ℂ) (J : Matrix n n ℂ → Matrix n n ℂ)
    (f : ι → ℝ) (c : ι → n → ℂ) (e : ι → ℂ) (X μ : ℂ) (hc : IsEigenbasis H S c e) :
    IsEigenbasis (H + μ • S) S c (fun i => e i + μ) ∧
      bandEnergyForm f (fun i => e i + μ) J (v + μ • S) (density f c) X
        = bandEnergyForm f e J v (density f c) X := by
  refine ⟨⟨fun i => ?_, hc.normalised⟩, ?_⟩
  · have hs : (μ • S) *ᵥ c i = μ • (S *ᵥ c i) := by
      ext j
      simp [Matrix.mulVec, dotProduct, Finset.mul_sum, mul_assoc]
    rw [Matrix.add_mulVec, hc.eigen i, hs, add_smul]
  · -- μ ∑ f_i in the band energy cancels against μ Tr(Sρ)
    have hN := trace_overlap_density S f c hc.normalised
    unfold bandEnergyForm
    rw [Matrix.add_mul, trace_add, Matrix.smul_mul, trace_smul, hN, smul_eq_mul]
    simp only [mul_add, Finset.sum_add_distrib, ← Finset.sum_mul]
    ring
```

## Overlap and Hamiltonian of PAW form

Here the cᵢ are pseudo-orbitals in an orthonormal basis, and

S = 1 + PQP†, H = h + J(ρ) + v + PDP†

Q holds the augmentation of the overlap, D the one-centre Hamiltonian coefficients, and the number E¹ (`E1`) the one-centre energy. All atoms share the index set `a`, and Q and D are arbitrary, with no block structure assumed. The sandwich form is used through cyclicity of the trace, for any matrix M on the projector indices:

Tr(PMP†ρ) = Tr(MP†ρP) = Tr(Mρᵃ)

With M = Q the electron count becomes Tr ρ + Tr(Qρᵃ) = Σᵢ fᵢ. With M = D the split of Tr(Hρ) has a fourth term Tr(Dρᵃ), and so

E_direct(ρ, X) + E¹ = E_band(ρ, X) + E¹ − Tr(Dρᵃ)

The local statement `cyc` is the cyclicity step, by `trace_mul_comm`. The first branch applies it to `trace_overlap_density` and the second to `trace_hamiltonian_density`.

```lean
/-- With PAW overlap `1 + P Q P*` and Hamiltonian `h + J(ρ) + v + P D P*`, one has
`Tr ρ + Tr(Q ρᵃ) = ∑ f_i`, and the direct form plus a one-centre energy `E1` equals the
band form plus `E1 - Tr(D ρᵃ)`. -/
theorem paw_direct_eq_band [DecidableEq n] (h v : Matrix n n ℂ) (P : Matrix n a ℂ)
    (Q D : Matrix a a ℂ) (J : Matrix n n ℂ → Matrix n n ℂ)
    (f : ι → ℝ) (c : ι → n → ℂ) (e : ι → ℂ) (X E1 : ℂ)
    (hc : IsEigenbasis (h + J (density f c) + v + P * D * Pᴴ) (1 + P * Q * Pᴴ) c e) :
    trace (density f c) + trace (Q * onsiteOccupation P (density f c)) = ∑ i, (f i : ℂ) ∧
      directEnergy h J (density f c) X + E1
        = bandEnergyForm f e J v (density f c) X
          + (E1 - trace (D * onsiteOccupation P (density f c))) := by
  -- cyclicity moves the projectors onto the density matrix
  have cyc : ∀ (M : Matrix a a ℂ) (ρ : Matrix n n ℂ),
      trace (P * M * Pᴴ * ρ) = trace (M * onsiteOccupation P ρ) := by
    intro M ρ
    calc trace (P * M * Pᴴ * ρ) = trace (P * (M * Pᴴ * ρ)) := by
          simp only [Matrix.mul_assoc]
      _ = trace (M * Pᴴ * ρ * P) := trace_mul_comm _ _
      _ = trace (M * onsiteOccupation P ρ) := by
          simp only [onsiteOccupation, Matrix.mul_assoc]
  constructor
  · have hN := trace_overlap_density _ f c hc.normalised
    rwa [Matrix.add_mul, trace_add, Matrix.one_mul, cyc] at hN
  · have hb := trace_hamiltonian_density f hc
    rw [Matrix.add_mul, Matrix.add_mul, Matrix.add_mul, trace_add, trace_add, trace_add,
      cyc] at hb
    unfold directEnergy bandEnergyForm
    linear_combination hb
```

A nonlocal term W of general form would contribute Tr(Wρ), with no reduction to the small matrix ρᵃ. D is not derived as the derivative of E¹ with respect to ρᵃ, and partial waves, core densities and compensation charges are not modelled.

## One basis function, and two sites

With one basis function and one orbital every matrix is a number. Take S = s > 0, c = 1/√s, occupation f and J(ρ) = Uρ for a repulsion U. Then ρ = f/s, the eigenvalue equation reads e s = h + Uρ + v, and f e = hρ + Uρ² + vρ. The band form f e − Uρ²/2 − vρ + X reduces to hρ + Uρ²/2 + X, the direct form. With no orbitals at all ρ = 0 and both forms equal X.

The proved instance has two sites, labelled 0 and 1, and an on-site repulsion of unit strength, for which J(ρ) keeps the diagonal of ρ. It is an algebraic toy: with the non-diagonal overlap used below, the diagonal entries of ρ are not site populations, and this J is not the Hartree matrix of a Coulomb kernel.

```lean
/-- On-site repulsion on two sites: `J(ρ)` is the diagonal part of `ρ`. -/
def onsiteHartree (ρ : Matrix (Fin 2) (Fin 2) ℂ) : Matrix (Fin 2) (Fin 2) ℂ :=
  diagonal fun i => ρ i i
```

Matrices are given by rows: h = (−3, −1; −1, −1), v = (−1, 0; 0, 0), S = (1, 1; 1, 2). The orbitals c₀ = (1, 0) and c₁ = (−1, 1) are S-normalised and have f₀ = 2, f₁ = 1, e₀ = −1, e₁ = 1. The step `hρ` computes ρ = (3, −1; −1, 1), `hH` computes H = (−1, −1; −1, 0), and both conditions are verified entry by entry. The symmetry of J holds because Tr(J(A)B) = A₀₀B₀₀ + A₁₁B₁₁. From these matrices Tr(hρ) = −8, Tr(J(ρ)ρ) = 10, Tr(vρ) = −3 and Σᵢ fᵢeᵢ = −1, so the direct form is −8 + 5 + X and the band form −1 − 5 + 3 + X, both −3 + X. The count is Tr(Sρ) = 3, while Tr ρ = 4.

```lean
/-- A self-consistent two-site instance with non-diagonal overlap, occupations `2, 1` and
`e_i = -1, 1`; its on-site `J` is symmetric under the trace pairing. -/
theorem selfConsistent_witness :
    IsEigenbasis
        (!![-3, -1; -1, -1] + onsiteHartree (density ![2, 1] ![![1, 0], ![-1, 1]])
          + !![-1, 0; 0, 0])
        !![1, 1; 1, 2] ![![1, 0], ![-1, 1]] ![-1, 1] ∧
      ∀ A B, trace (onsiteHartree A * B) = trace (onsiteHartree B * A) := by
  have hρ : density ![2, 1] ![![1, 0], ![-1, 1]] = !![3, -1; -1, 1] := by
    ext i j
    simp only [density, Matrix.sum_apply, Matrix.smul_apply, vecMulVec_apply, Pi.star_apply,
      smul_eq_mul]
    rw [Fin.sum_univ_two]
    fin_cases i <;> fin_cases j <;> simp
    all_goals norm_num
  have hH : (!![-3, -1; -1, -1] + onsiteHartree !![3, -1; -1, 1] + !![-1, 0; 0, 0] :
      Matrix (Fin 2) (Fin 2) ℂ) = !![-1, -1; -1, 0] := by
    ext i j
    fin_cases i <;> fin_cases j <;> simp [onsiteHartree]
  rw [hρ, hH]
  refine ⟨⟨fun i => ?_, fun i => ?_⟩, fun A B => ?_⟩
  · ext j
    fin_cases i <;> fin_cases j <;>
      simp [Matrix.mulVec, dotProduct, Fin.sum_univ_succ]
    all_goals norm_num
  · fin_cases i <;> simp [Matrix.mulVec, dotProduct, Fin.sum_univ_succ]
    all_goals norm_num
  · simp only [onsiteHartree, trace_fin_two, diagonal_mul]
    ring

end

end BandEnergyForm
```

```lean
#print axioms BandEnergyForm.direct_eq_band
#print axioms BandEnergyForm.direct_sub_harrisFoulkes
#print axioms BandEnergyForm.band_potential_shift
#print axioms BandEnergyForm.paw_direct_eq_band
```

```
'BandEnergyForm.direct_eq_band' depends on axioms: [propext, Classical.choice, Quot.sound]
'BandEnergyForm.direct_sub_harrisFoulkes' depends on axioms: [propext, Classical.choice, Quot.sound]
'BandEnergyForm.band_potential_shift' depends on axioms: [propext, Classical.choice, Quot.sound]
'BandEnergyForm.paw_direct_eq_band' depends on axioms: [propext, Classical.choice, Quot.sound]
```
